# The overlap of two Slater determinants is at most the projection length of any occupied orbital

Take two N-electron Slater determinants, each built from orthonormal orbitals. The modulus of their overlap is at most the length of the projection of any normalized occupied orbital of the second on the occupied space of the first. A single orbital that fits poorly therefore limits the overlap of the whole determinants, however well the others fit.

In matrix form, let A and B be complex M × N matrices with AᴴA = 1 and BᴴB = 1. Their columns hold the coefficients of the occupied spin orbitals in one common orthonormal basis of M functions. For every vector v in ℂᴺ with Euclidean norm 1,

|det(AᴴB)| ≤ ‖AᴴB v‖.

The vector Bv is a general normalized orbital in the occupied space of B, and AᴴBv lists its components along the columns of A. The bound applies when two self-consistent solutions in the same finite basis are compared through their overlap, provided that each is a single determinant: one occupied orbital that lies almost entirely outside the occupied space of the other determinant is enough to make the overlap small.

## From orbital overlaps to the bound

Write S = AᴴB for the N × N matrix of overlaps between occupied orbitals. In quantum chemistry the letter S often denotes the overlap matrix of the basis functions, which here is the identity. Expanding both normalized determinants Φ_A and Φ_B over permutations σ and τ of the N orbitals gives

⟨Φ_A|Φ_B⟩ = (1/N!) Σ_σ Σ_τ sgn(σ) sgn(τ) Π_k S(σ(k), τ(k)) = det S,

because the terms depend only on the relative permutation, and each relative permutation occurs N! times.

**No vector is lengthened by S.** Let φ be an orbital, and let p = Aᴴφ. The part of φ outside the occupied space of A is φ − Ap, and its squared norm is

‖φ − Ap‖² = φᴴφ − φᴴAp − pᴴAᴴφ + pᴴAᴴAp.

Since φᴴA = pᴴ, Aᴴφ = p and AᴴA = 1, each of the last three terms has the magnitude ‖p‖², so

‖φ − Ap‖² = ‖φ‖² − ‖Aᴴφ‖².

The left side is not negative, hence ‖Aᴴφ‖ ≤ ‖φ‖. For φ = Bx we also have ‖Bx‖² = xᴴBᴴBx = ‖x‖². Together these give ‖Sx‖ ≤ ‖x‖ for every x in ℂᴺ.

**The determinant is bounded by each eigenvalue.** The matrix SᴴS is Hermitian, so it has an orthonormal eigenbasis bᵢ with real eigenvalues λᵢ. Multiplying the eigenvalue equation from the left by bᵢᴴ gives

λᵢ = bᵢᴴSᴴS bᵢ = ‖S bᵢ‖²,

which lies between 0 and 1. The determinant of SᴴS is the product of its eigenvalues, so for each j

|det S|² = det(SᴴS) = Πᵢ λᵢ ≤ λⱼ,

since the factors other than λⱼ are at most 1.

**A general vector is expanded in the eigenbasis.** With cᵢ = bᵢᴴv we have v = Σᵢ cᵢbᵢ, and therefore

‖Sv‖² = vᴴSᴴSv = Σᵢ λᵢ|cᵢ|² ≥ |det S|² Σᵢ |cᵢ|² = |det S|² ‖v‖².

Taking square roots and setting ‖v‖ = 1 gives the bound.

The same inequality limits how far an occupied orbital can stick out. Putting φ = Bv in the Pythagorean identity gives

‖Bv − AAᴴBv‖² = 1 − ‖Sv‖² ≤ 1 − |det S|².

If the overlap has modulus 1, every occupied orbital of B lies entirely in the occupied space of A.

For one electron the bound is an equality. Then S is a single number, v is a phase factor, and both sides equal |S|. With two electrons equality is still possible, as the example at the end shows.

## Orbitals, norm and overlap in Lean

The type `m` labels the basis functions and `n` labels the occupied orbitals. Both are arbitrary finite types, with M and N elements.

```lean
import Mathlib

open Matrix

namespace SlaterOverlapCap

noncomputable section

variable {m n : Type*} [Fintype m] [Fintype n]
```

Coefficient vectors are functions such as `n → ℂ`, on which Mathlib's default norm is the largest modulus of a component. The map `WithLp.toLp 2` reinterprets the same components as a vector of Euclidean space, so `l2norm` is the usual quantum-mechanical norm. It serves for vectors over either index type.

```lean
/-- The Euclidean norm of a coefficient vector. -/
def l2norm (v : n → ℂ) : ℝ := ‖WithLp.toLp 2 v‖
```

The many-electron overlap is introduced as a determinant.

```lean
/-- The overlap of two Slater determinants whose occupied orbitals are the columns of `A` and `B`:
the determinant of the matrix of orbital overlaps. -/
def slaterOverlap [DecidableEq n] (A B : Matrix m n ℂ) : ℂ := (Aᴴ * B).det
```

This definition marks the step from the model to the electrons. Antisymmetric wavefunctions are not constructed in Lean, and the identity ⟨Φ_A|Φ_B⟩ = det S rests on the permutation argument above. Coefficients in a non-orthogonal atomic basis must first be converted to an orthonormal one.

## Scalar products and Pythagoras

In the code `*ᵥ` is matrix times vector, and `star x ⬝ᵥ y` is the scalar product xᴴy, conjugate-linear in the first argument. The first lemma says that ‖v‖² = vᴴv, and its proof compares the two sums term by term.

```lean
/-- The squared norm of a coefficient vector is its scalar product with itself. -/
theorem l2norm_sq (v : n → ℂ) : ((l2norm v ^ 2 : ℝ) : ℂ) = star v ⬝ᵥ v := by
  rw [l2norm, EuclideanSpace.norm_sq_eq, Complex.ofReal_sum]
  refine Finset.sum_congr rfl fun i _ => ?_
  rw [Complex.ofReal_pow]
  exact (Complex.conj_mul' (v i)).symm
```

The second lemma is the rule (Mx)ᴴy = xᴴ(Mᴴy).

```lean
/-- A matrix moves to the other side of the scalar product as its conjugate transpose. -/
theorem star_mulVec_dot (M : Matrix m n ℂ) (x : n → ℂ) (y : m → ℂ) :
    star (M *ᵥ x) ⬝ᵥ y = star x ⬝ᵥ (Mᴴ *ᵥ y) := by
  rw [Matrix.star_mulVec, ← Matrix.dotProduct_mulVec]
```

The next theorem is the Pythagorean identity for an arbitrary `φ`, which need not be normalized. Only the orthonormality of the columns of `A` is assumed.

```lean
/-- Pythagoras for an orbital `φ` and an occupied space with orthonormal orbitals `A`: the part of
`φ` outside the space has squared norm `‖φ‖² - ‖Aᴴ φ‖²`. -/
theorem outside_sq [DecidableEq n] (A : Matrix m n ℂ) (hA : Aᴴ * A = 1) (φ : m → ℂ) :
    l2norm (φ - A *ᵥ (Aᴴ *ᵥ φ)) ^ 2 = l2norm φ ^ 2 - l2norm (Aᴴ *ᵥ φ) ^ 2 := by
  have h1 : star φ ⬝ᵥ (A *ᵥ (Aᴴ *ᵥ φ)) = star (Aᴴ *ᵥ φ) ⬝ᵥ (Aᴴ *ᵥ φ) := by
    have h := star_mulVec_dot Aᴴ φ (Aᴴ *ᵥ φ)
    rw [Matrix.conjTranspose_conjTranspose] at h
    exact h.symm
  have h2 := star_mulVec_dot A (Aᴴ *ᵥ φ) φ
  have h3 : star (A *ᵥ (Aᴴ *ᵥ φ)) ⬝ᵥ (A *ᵥ (Aᴴ *ᵥ φ))
      = star (Aᴴ *ᵥ φ) ⬝ᵥ (Aᴴ *ᵥ φ) := by
    rw [star_mulVec_dot A, Matrix.mulVec_mulVec (Aᴴ *ᵥ φ) Aᴴ A, hA, Matrix.one_mulVec]
  apply Complex.ofReal_injective
  simp only [Complex.ofReal_sub, l2norm_sq]
  rw [star_sub, sub_dotProduct, dotProduct_sub, dotProduct_sub]
  linear_combination h3 - h1 - h2
```

The facts `h1`, `h2` and `h3` evaluate φᴴAp, (Ap)ᴴφ and (Ap)ᴴAp, each of which equals pᴴp; only `h3` uses `hA`. After the square has been expanded, `linear_combination` adds them with the right signs. The real identity is proved among complex numbers, where the scalar products live, and `Complex.ofReal_injective` carries it back. The proofs of the next three theorems also use this step.

## The determinant bound for a contraction

The central inequality concerns any square matrix `S` that lengthens no vector. It holds for all `v`, so the norm of `v` appears on the left.

```lean
/-- If the square matrix `S` lengthens no vector, then it shortens no vector by more than the
factor `|det S|`. -/
theorem det_mul_le_of_contraction [DecidableEq n] (S : Matrix n n ℂ)
    (hS : ∀ x, l2norm (S *ᵥ x) ≤ l2norm x) (v : n → ℂ) :
    ‖S.det‖ * l2norm v ≤ l2norm (S *ᵥ v) := by
  have hH : (Sᴴ * S).IsHermitian := Matrix.isHermitian_conjTranspose_mul_self S
  let b := hH.eigenvectorBasis
  let ev := hH.eigenvalues
  have hb : ∀ i, (Sᴴ * S) *ᵥ (b i).ofLp = ev i • (b i).ofLp :=
    fun i => hH.mulVec_eigenvectorBasis i
  have hb1 : ∀ i, l2norm (b i).ofLp = 1 := fun i => b.orthonormal.1 i
  -- each eigenvalue is the squared length of the image of its eigenvector
  have hev : ∀ i, ev i = l2norm (S *ᵥ (b i).ofLp) ^ 2 := by
    intro i
    apply Complex.ofReal_injective
    rw [l2norm_sq, star_mulVec_dot, Matrix.mulVec_mulVec, hb, dotProduct_smul, ← l2norm_sq, hb1]
    simp
  have h0 : ∀ i, 0 ≤ ev i := fun i => by rw [hev]; positivity
  have h1 : ∀ i, ev i ≤ 1 := fun i => by
    rw [hev]
    exact pow_le_one₀ (norm_nonneg _) ((hS _).trans (hb1 i).le)
  have hdet : ‖S.det‖ ^ 2 = ∏ i, ev i := by
    apply Complex.ofReal_injective
    have h := hH.det_eq_prod_eigenvalues
    rw [Matrix.det_mul, Matrix.det_conjTranspose] at h
    rw [Complex.ofReal_pow, ← Complex.conj_mul', Complex.ofReal_prod]
    exact h
  -- a product of numbers in [0,1] is at most each factor
  have hle : ∀ j, ‖S.det‖ ^ 2 ≤ ev j := by
    intro j
    rw [hdet, ← Finset.mul_prod_erase Finset.univ ev (Finset.mem_univ j)]
    exact mul_le_of_le_one_right (h0 j)
      (Finset.prod_le_one (fun i _ => h0 i) (fun i _ => h1 i))
  -- expansion of v in the eigenbasis
  have hin : ∀ x y : n → ℂ,
      inner ℂ (WithLp.toLp 2 x) (WithLp.toLp 2 y) = star x ⬝ᵥ y := by
    intro x y
    rw [EuclideanSpace.inner_eq_star_dotProduct, dotProduct_comm]
  let c : n → ℂ := fun i => star (b i).ofLp ⬝ᵥ v
  have hP : ∀ y : n → ℂ, star v ⬝ᵥ y = ∑ i, star (c i) * (star (b i).ofLp ⬝ᵥ y) := by
    intro y
    rw [← hin, ← b.sum_inner_mul_inner (WithLp.toLp 2 v) (WithLp.toLp 2 y)]
    refine Finset.sum_congr rfl fun i _ => ?_
    have e1 : star (c i) = inner ℂ (WithLp.toLp 2 v) (b i) := by
      change star (star (b i).ofLp ⬝ᵥ v) = _
      rw [← hin]
      exact inner_conj_symm _ _
    rw [e1, ← hin]
  have hc : ∀ i, star (b i).ofLp ⬝ᵥ ((Sᴴ * S) *ᵥ v) = (ev i : ℂ) * c i := by
    intro i
    have h := star_mulVec_dot (Sᴴ * S) (b i).ofLp v
    rw [hb, hH.eq] at h
    rw [← h, star_smul, smul_dotProduct, star_trivial, Complex.real_smul]
  have hn : ∀ i, star (c i) * c i = ((‖c i‖ ^ 2 : ℝ) : ℂ) := by
    intro i
    rw [Complex.ofReal_pow]
    exact Complex.conj_mul' (c i)
  have e1 : l2norm (S *ᵥ v) ^ 2 = ∑ i, ev i * ‖c i‖ ^ 2 := by
    apply Complex.ofReal_injective
    rw [l2norm_sq, star_mulVec_dot, Matrix.mulVec_mulVec, hP, Complex.ofReal_sum]
    refine Finset.sum_congr rfl fun i _ => ?_
    rw [hc, Complex.ofReal_mul, ← hn]
    ring
  have e2 : l2norm v ^ 2 = ∑ i, ‖c i‖ ^ 2 := by
    apply Complex.ofReal_injective
    rw [l2norm_sq, hP, Complex.ofReal_sum]
    exact Finset.sum_congr rfl fun i _ => hn i
  have hsq : (‖S.det‖ * l2norm v) ^ 2 ≤ l2norm (S *ᵥ v) ^ 2 := by
    rw [mul_pow, e1, e2, Finset.mul_sum]
    exact Finset.sum_le_sum fun i _ => mul_le_mul_of_nonneg_right (hle i) (sq_nonneg _)
  exact (pow_le_pow_iff_left₀ (mul_nonneg (norm_nonneg _) (norm_nonneg _))
    (norm_nonneg _) two_ne_zero).1 hsq
```

Here `b` is the eigenbasis of SᴴS, and `ev i` is the eigenvalue written λᵢ above. The fact `hev` identifies it with ‖S bᵢ‖², and `h0` and `h1` place it between 0 and 1. The assumption `hS` enters only in `h1`. Then `hdet` writes |det S|² as the product of the eigenvalues, and `hle` separates the factor with index `j` and bounds the remaining product by 1.

The second half is the expansion of `v`. The coefficients are `c i`, and `hP` is the completeness relation

vᴴy = Σᵢ cᵢ* (bᵢᴴy).

With y = SᴴSv, and with `hc` to evaluate each bᵢᴴSᴴSv as λᵢcᵢ, it yields `e1`, the weighted sum for ‖Sv‖². With y = v it yields `e2`, the sum for ‖v‖². Comparing the two sums term by term gives `hsq`, and the last step removes the squares, which is allowed because both sides are non-negative.

## The bound for two determinants

The main theorem takes the orthonormality of both sets of orbitals as `hA` and `hB`, and the normalization of `v` as `hv`. Its conclusion is |det(AᴴB)| ≤ ‖AᴴBv‖.

```lean
/-- For two Slater determinants with orthonormal orbitals `A` and `B`, the modulus of the overlap
is at most `‖Aᴴ B v‖`, the length of the projection of the orbital `B v` on the occupied space
of `A`, for every unit vector `v`. -/
theorem norm_slaterOverlap_le [DecidableEq n] (A B : Matrix m n ℂ)
    (hA : Aᴴ * A = 1) (hB : Bᴴ * B = 1) (v : n → ℂ) (hv : l2norm v = 1) :
    ‖slaterOverlap A B‖ ≤ l2norm ((Aᴴ * B) *ᵥ v) := by
  have hS : ∀ x, l2norm ((Aᴴ * B) *ᵥ x) ≤ l2norm x := by
    intro x
    -- B preserves lengths and the projection on A does not increase them
    have hBx : l2norm (B *ᵥ x) ^ 2 = l2norm x ^ 2 := by
      apply Complex.ofReal_injective
      rw [l2norm_sq, l2norm_sq, star_mulVec_dot, Matrix.mulVec_mulVec, hB, Matrix.one_mulVec]
    have h := outside_sq A hA (B *ᵥ x)
    rw [← Matrix.mulVec_mulVec]
    refine (pow_le_pow_iff_left₀ (norm_nonneg _) (norm_nonneg _) two_ne_zero).1 ?_
    change l2norm (Aᴴ *ᵥ (B *ᵥ x)) ^ 2 ≤ l2norm x ^ 2
    linarith [sq_nonneg (l2norm (B *ᵥ x - A *ᵥ (Aᴴ *ᵥ (B *ᵥ x))))]
  have h := det_mul_le_of_contraction (Aᴴ * B) hS v
  rwa [hv, mul_one] at h
```

The work lies in `hS`, which shows that AᴴB is a contraction. The fact `hBx` says that `B` preserves length, and `outside_sq` applied to `B *ᵥ x` supplies the rest, since the squared norm of the outside part cannot be negative. The previous theorem then applies, and `hv` turns the factor ‖v‖ into 1.

The companion result bounds the squared norm of the part of Bv that lies outside the occupied space of A by 1 − |det(AᴴB)|².

```lean
/-- For orthonormal orbitals `A` and `B` and a unit vector `v`, the part of the orbital `B v`
outside the occupied space of `A` has squared norm at most one minus the squared modulus of the
overlap. -/
theorem outside_sq_le [DecidableEq n] (A B : Matrix m n ℂ)
    (hA : Aᴴ * A = 1) (hB : Bᴴ * B = 1) (v : n → ℂ) (hv : l2norm v = 1) :
    l2norm (B *ᵥ v - A *ᵥ (Aᴴ *ᵥ (B *ᵥ v))) ^ 2 ≤ 1 - ‖slaterOverlap A B‖ ^ 2 := by
  have hBv : l2norm (B *ᵥ v) ^ 2 = l2norm v ^ 2 := by
    apply Complex.ofReal_injective
    rw [l2norm_sq, l2norm_sq, star_mulVec_dot, Matrix.mulVec_mulVec, hB, Matrix.one_mulVec]
  have h := pow_le_pow_left₀ (norm_nonneg _) (norm_slaterOverlap_le A B hA hB v hv) 2
  rw [← Matrix.mulVec_mulVec] at h
  rw [outside_sq A hA, hBv, hv]
  linarith
```

The proof squares the main inequality, rewrites the outside part by `outside_sq`, and uses ‖Bv‖ = ‖v‖ = 1.

## Two electrons in three basis orbitals

Equality is reached by two determinants that share one orbital. The matrix `rotated c s` has the first basis orbital as its first column, and as its second column the mixture with coefficients `c` and `s` of the second and third basis orbitals.

```lean
/-- The coefficient matrix of two orbitals in a basis of three: the first basis orbital, and the
combination of the second and third with real coefficients `c` and `s`, which is not required to be
normalized. -/
def rotated (c s : ℝ) : Matrix (Fin 3) (Fin 2) ℂ := !![1, 0; 0, (c : ℂ); 0, (s : ℂ)]
```

Taking A = `rotated 1 0` and B = `rotated c s`, with c² + s² = 1, gives

S = diag(1, c), so |det S| = |c|.

The vector v = (0, 1) selects the second orbital of B, and Sv = (0, c) also has norm |c|. As c goes to 0, this orbital turns out of the occupied space of A and the overlap vanishes, although the first orbital still matches perfectly.

```lean
/-- The bound is sharp: if `c² + s² = 1`, the orbitals `rotated 1 0` and `rotated c s` are
orthonormal, and for the second unit vector both sides of the bound equal `|c|`. -/
theorem sharp_witness (c s : ℝ) (h : c ^ 2 + s ^ 2 = 1) :
    (rotated 1 0)ᴴ * rotated 1 0 = 1 ∧ (rotated c s)ᴴ * rotated c s = 1 ∧
    l2norm (![0, 1] : Fin 2 → ℂ) = 1 ∧
    ‖slaterOverlap (rotated 1 0) (rotated c s)‖ = |c| ∧
    l2norm (((rotated 1 0)ᴴ * rotated c s) *ᵥ ![0, 1]) = |c| := by
  have orth : ∀ a d : ℝ, a ^ 2 + d ^ 2 = 1 → (rotated a d)ᴴ * rotated a d = 1 := by
    intro a d had
    have h' : (a : ℂ) * a + d * d = 1 := by
      exact_mod_cast (by linarith [had, sq a, sq d] : a * a + d * d = 1)
    ext i j
    fin_cases i <;> fin_cases j <;>
      simp [rotated, Matrix.mul_apply, Fin.sum_univ_succ, h']
  have hS : (rotated 1 0)ᴴ * rotated c s = !![1, 0; 0, (c : ℂ)] := by
    ext i j
    fin_cases i <;> fin_cases j <;>
      simp [rotated, Matrix.mul_apply, Fin.sum_univ_succ]
  have hv : (!![1, 0; 0, (c : ℂ)] : Matrix (Fin 2) (Fin 2) ℂ) *ᵥ ![0, 1] = ![0, (c : ℂ)] := by
    ext i
    fin_cases i <;> simp [Matrix.mulVec, dotProduct, Fin.sum_univ_succ]
  refine ⟨orth 1 0 (by norm_num), orth c s h, ?_, ?_, ?_⟩
  · simp [l2norm, EuclideanSpace.norm_eq, Fin.sum_univ_two]
  · rw [slaterOverlap, hS, Matrix.det_fin_two]
    simp
  · rw [hS, hv]
    simp [l2norm, EuclideanSpace.norm_eq, Fin.sum_univ_two, Real.sqrt_sq_eq_abs]

end

end SlaterOverlapCap
```

The five parts of the statement are the orthonormality of each set of orbitals, the normalization of v, and the common value |c| of the two sides. In the proof, `orth` treats both orthonormality claims at once, `hS` computes the matrix S entry by entry, and `hv` computes Sv. The bound therefore cannot be improved by a constant factor below 1 that holds for all M and N.

```lean
#print axioms SlaterOverlapCap.norm_slaterOverlap_le
#print axioms SlaterOverlapCap.outside_sq_le
```

```
'SlaterOverlapCap.norm_slaterOverlap_le' depends on axioms: [propext, Classical.choice, Quot.sound]
'SlaterOverlapCap.outside_sq_le' depends on axioms: [propext, Classical.choice, Quot.sound]
```
